# The rodeo algorithm's all-success probability for a finite-dimensional Hamiltonian and fixed times

## Two levels and one cycle

Take a Hamiltonian H with two orthonormal eigenvectors v_0 and v_1 and different energies e_0 and e_1, and a unit state

ψ = c_0 v_0 + c_1 v_1.

To keep v_0 and discard v_1, set the target energy to E = e_0 and let the system evolve under H − E for the time t = π/(e_1 − e_0), in units with ħ = 1. The first component keeps its phase and the second changes sign:

exp(−i(H−E)t) ψ = c_0 v_0 − c_1 v_1.

The average of the evolved and the unevolved state is c_0 v_0. The unwanted level has interfered away. The squared norm of what remains is |c_0|², and if c_0 ≠ 0, normalising gives v_0 up to a phase.

The averaging operator (1 + exp(−i(H−E)t))/2 sends v_1 to zero for this t and is therefore not unitary, so a circuit can apply it to a general state only with some probability of success. The rodeo algorithm does this with one ancilla qubit and repeats the cycle for several times t.

## The circuit that averages two histories

Write U = exp(−i(H−E)t), and describe ancilla and system together by a pair (a, b), where a is the system vector attached to ancilla state 0 and b the one attached to ancilla state 1. The ancilla starts in state 1:

(0, ψ)

A Hadamard gate sends (a, b) to ((a+b)/√2, (a−b)/√2):

(ψ/√2, −ψ/√2)

The controlled evolution applies U only in ancilla state 1:

(ψ/√2, −Uψ/√2)

A second Hadamard gate gives

((ψ − Uψ)/2, (ψ + Uψ)/2).

Finding the ancilla in state 1 counts as success. The unnormalised system state is then Fψ, with the rodeo factor F = (1 + U)/2.

For a unit ψ, the first success has probability ‖Fψ‖². Each later success has a conditional probability equal to the ratio of the new squared norm to the old one. In the product of these probabilities the intermediate norms cancel, so the squared norm of the final unnormalised vector is the probability that every cycle succeeds. If a norm vanishes along the way, both quantities are zero.

## The success formula

Let v_m be an orthonormal eigenbasis of H with real energies e_m, let E be real, and let t_1, …, t_n be real times. If ψ_n is the vector left after all n rodeo factors, then

‖ψ_n‖² = ∑_m |⟨v_m,ψ⟩|² ∏_j cos²((e_m−E)t_j/2).

In Lean this is `rodeo_success`, and its ingredients correspond to the physics as follows.

- `V` is a complex inner product space, and `v : OrthonormalBasis ι ℂ V` is a basis with a finite index type `ι`, so the state space is finite-dimensional.
- `H : V →L[ℂ] V` is a continuous linear operator. The hypothesis `hH` says that each `v m` is an eigenvector with the real energy `e m`. Together with orthonormality this makes H Hermitian, so hermiticity needs no separate assumption.
- `shiftedEvolution` is the true operator exponential, not a Trotter approximation.
- `rodeoState` applies the factors for a list of times, the last entry first. The order does not affect the result, because all the factors are functions of the same H.
- `rodeoFilter` is the product of cos² factors for a given detuning Δ = e_m − E.

The formula holds for every ψ; normalisation matters only for reading the left side as a probability. For an empty list of times the product is 1, and the formula reduces to Parseval's identity.

Measurement itself is not modelled: the file derives the success branch of the circuit, and the Born rule supplies the probability. Gate errors and noise are absent. In the algorithm as usually run, the times are drawn at random, and the suppression of unwanted levels is estimated by averaging over them. Here the list is fixed, and no average or convergence rate is derived.

For electronic structure, the formula tells how much of a trial state's weight survives the filtering towards a chosen energy, for a Hamiltonian in a finite basis and with exact time evolution.

## From one eigenvector to the whole state

**Evolution of an eigenvector.** If A x = a x, then Aⁿ x = aⁿ x for every n, and the exponential series gives

exp(A) x = ∑_n (1/n!) aⁿ x = exp(a) x.

With A = −it(H−E) and x = v_m, the eigenvalue is a = −i(e_m−E)t. Hence F v_m = z_m v_m, where

z_m = (1 + exp(−iθ))/2, θ = (e_m−E)t.

**Modulus of the amplitude.** Separating real and imaginary parts,

z_m = (1 + cos θ)/2 − i (sin θ)/2,

|z_m|² = ((1 + cos θ)² + sin² θ)/4 = (1 + cos θ)/2 = cos²(θ/2).

**Components do not mix.** Expand any vector as y = ∑_k ⟨v_k,y⟩ v_k. Applying F multiplies each term by its own z_k, and taking the inner product with v_m leaves

⟨v_m,Fy⟩ = z_m ⟨v_m,y⟩.

Each cycle therefore multiplies the weight of level m by cos²((e_m−E)t/2). By induction over the times,

|⟨v_m,ψ_n⟩|² = |⟨v_m,ψ⟩|² ∏_j cos²((e_m−E)t_j/2).

Summing over m and using Parseval's identity on the left gives the success formula.

## Removed levels and the purity of the target

If (e_m−E)t_j = π for one of the times, the product for level m contains cos²(π/2) = 0, and the final state has no component on v_m. This is the two-level example again, now with any finite number of levels and times.

Next, let E = e_k be the energy of a target level k, and let p = |⟨v_k,ψ⟩|² be its weight in a unit state. Its detuning is zero, so every cosine is 1 and the weight p is unchanged. Suppose that the filter value of every other level is at most δ. Those levels start with total weight 1 − p, so

‖ψ_n‖² ≤ p + δ(1−p).

The weight p refers to the unnormalised final vector. For p > 0, division by ‖ψ_n‖² gives the weight of the target in the normalised state after all successes:

p/‖ψ_n‖² ≥ p/(p + δ(1−p)),

where the denominator on the right is positive because it is at least ‖ψ_n‖² ≥ p. The target is therefore nearly pure when δ(1−p) is much smaller than p; if the initial weight p is itself small, a small δ alone does not ensure this. If another level has the same energy as level k, its filter value is 1, so δ is at least 1 and the bound shows no purification: energy filtering cannot separate degenerate levels.

## The Lean file

```lean
import Mathlib

open scoped InnerProductSpace

namespace RodeoAlgorithm

noncomputable section

variable {V ι : Type*} [NormedAddCommGroup V] [InnerProductSpace ℂ V] [CompleteSpace V]
  [Fintype ι]

/-- Time evolution `exp(-i(H-E)t)` under the Hamiltonian shifted by the target energy `E`. -/
def shiftedEvolution (H : V →L[ℂ] V) (E t : ℝ) : V →L[ℂ] V :=
  NormedSpace.exp ((-(Complex.I * (t : ℂ))) • (H - (E : ℂ) • (1 : V →L[ℂ] V)))

/-- The rodeo factor `(1 + exp(-i(H-E)t))/2`. -/
def rodeoFactor (H : V →L[ℂ] V) (E t : ℝ) : V →L[ℂ] V :=
  (1 / 2 : ℂ) • (1 + shiftedEvolution H E t)

/-- The unnormalised system state after the rodeo factors for all listed times. -/
def rodeoState (H : V →L[ℂ] V) (E : ℝ) : List ℝ → V → V
  | [], ψ => ψ
  | t :: ts, ψ => rodeoFactor H E t (rodeoState H E ts ψ)

/-- The product of `cos²(Δt/2)` over the listed times, for energy detuning `Δ`. -/
def rodeoFilter (Δ : ℝ) (ts : List ℝ) : ℝ :=
  (ts.map fun t => Real.cos (Δ * t / 2) ^ 2).prod

/-- Hadamard gate on the ancilla; the pair lists the system vectors attached to
ancilla states 0 and 1. -/
def hadamard (p : V × V) : V × V :=
  (((Real.sqrt 2 : ℝ) : ℂ)⁻¹ • (p.1 + p.2), ((Real.sqrt 2 : ℝ) : ℂ)⁻¹ • (p.1 - p.2))

/-- One rodeo cycle: the ancilla starts in state 1, and a controlled shifted evolution
is applied between two Hadamard gates. -/
def rodeoCycle (H : V →L[ℂ] V) (E t : ℝ) (ψ : V) : V × V :=
  let p := hadamard ((0 : V), ψ)
  hadamard (p.1, shiftedEvolution H E t p.2)

/-- The Hamiltonian `∑ e_m |v_m⟩⟨v_m|` with prescribed levels and energies. -/
def spectralHamiltonian (v : OrthonormalBasis ι ℂ V) (e : ι → ℝ) : V →L[ℂ] V :=
  ∑ m, (e m : ℂ) • (innerSL ℂ (v m)).smulRight (v m)

omit [CompleteSpace V] in
/-- The Hamiltonian `∑ e_m |v_m⟩⟨v_m|` has each `v_m` as eigenvector with energy `e_m`. -/
theorem spectralHamiltonian_witness (v : OrthonormalBasis ι ℂ V) (e : ι → ℝ) (m : ι) :
    spectralHamiltonian v e (v m) = (e m : ℂ) • v m := by
  classical
  simp [spectralHamiltonian, sum_apply,
    orthonormal_iff_ite.mp v.orthonormal, ite_smul]

/-- The exponential of an operator acts on an eigenvector by the exponential of the
eigenvalue. -/
theorem exp_apply_eigenvector (A : V →L[ℂ] V) (a : ℂ) (x : V) (h : A x = a • x) :
    NormedSpace.exp A x = Complex.exp a • x := by
  have hpow : ∀ n : ℕ, (A ^ n) x = a ^ n • x := by
    intro n
    induction n with
    | zero => simp
    | succ n ih =>
      rw [pow_succ]
      change (A ^ n) (A x) = _
      rw [h, map_smul, ih, smul_smul, pow_succ, mul_comm]
  -- evaluate the exponential series on the eigenvector, term by term
  have h1 : HasSum (fun n : ℕ => ((n.factorial : ℂ)⁻¹) • A ^ n) (NormedSpace.exp A) :=
    NormedSpace.exp_series_hasSum_exp' A
  have h2 : HasSum (fun n : ℕ => (((n.factorial : ℂ)⁻¹) • a ^ n) • x)
      (NormedSpace.exp A x) := by
    have h := (ContinuousLinearMap.apply ℂ V x).hasSum h1
    simpa [hpow, smul_smul] using h
  have h3 : HasSum (fun n : ℕ => ((n.factorial : ℂ)⁻¹) • a ^ n) (Complex.exp a) := by
    rw [Complex.exp_eq_exp_ℂ]
    exact NormedSpace.exp_series_hasSum_exp' a
  exact h2.unique (h3.smul_const x)

/-- After one cycle, ancilla state 1 carries the rodeo factor applied to the system state,
and ancilla state 0 carries `(1 - exp(-i(H-E)t))/2` applied to it. -/
theorem rodeoCycle_eq (H : V →L[ℂ] V) (E t : ℝ) (ψ : V) :
    rodeoCycle H E t ψ =
      ((1 / 2 : ℂ) • (ψ - shiftedEvolution H E t ψ), rodeoFactor H E t ψ) := by
  have hs : ((Real.sqrt 2 : ℝ) : ℂ)⁻¹ * ((Real.sqrt 2 : ℝ) : ℂ)⁻¹ = 1 / 2 := by
    rw [← mul_inv, ← Complex.ofReal_mul, Real.mul_self_sqrt (by norm_num)]
    norm_num
  have hf : rodeoFactor H E t ψ = (1 / 2 : ℂ) • (ψ + shiftedEvolution H E t ψ) := rfl
  rw [hf, ← hs]
  simp only [rodeoCycle, hadamard, zero_add, zero_sub, map_smul, map_neg]
  apply Prod.ext
  · module
  · module

/-- The two-path amplitude `(1 + exp(-iΔt))/2` has squared modulus `cos²(Δt/2)`. -/
theorem norm_sq_amplitude (Δ t : ℝ) :
    ‖(1 + Complex.exp (-(Complex.I * (t : ℂ)) * (Δ : ℂ))) / 2‖ ^ 2
      = Real.cos (Δ * t / 2) ^ 2 := by
  have h : -(Complex.I * (t : ℂ)) * (Δ : ℂ) = ((-(Δ * t) : ℝ) : ℂ) * Complex.I := by
    push_cast
    ring
  have h2 : (1 + Complex.exp (-(Complex.I * (t : ℂ)) * (Δ : ℂ))) / 2
      = (((1 + Real.cos (-(Δ * t))) / 2 : ℝ) : ℂ)
        + ((Real.sin (-(Δ * t)) / 2 : ℝ) : ℂ) * Complex.I := by
    rw [h, Complex.exp_mul_I]
    push_cast
    ring
  rw [h2, Complex.sq_norm, Complex.normSq_add_mul_I, Real.cos_neg, Real.sin_neg]
  have hc := Real.cos_sq (Δ * t / 2)
  rw [show 2 * (Δ * t / 2) = Δ * t by ring] at hc
  linear_combination (1 / 4) * Real.sin_sq_add_cos_sq (Δ * t) - hc

/-- The rodeo factors multiply the weight of each energy level by the filter value at
its detuning from the target energy. -/
theorem level_weight (H : V →L[ℂ] V) (v : OrthonormalBasis ι ℂ V) (e : ι → ℝ)
    (hH : ∀ m, H (v m) = (e m : ℂ) • v m) (E : ℝ) (ts : List ℝ) (ψ : V) (m : ι) :
    ‖⟪v m, rodeoState H E ts ψ⟫_ℂ‖ ^ 2
      = ‖⟪v m, ψ⟫_ℂ‖ ^ 2 * rodeoFilter (e m - E) ts := by
  classical
  induction ts with
  | nil => simp [rodeoState, rodeoFilter]
  | cons t ts ih =>
    -- each level is an eigenvector of the rodeo factor
    have hB : ∀ k, rodeoFactor H E t (v k) =
        ((1 + Complex.exp (-(Complex.I * (t : ℂ)) * ((e k - E : ℝ) : ℂ))) / 2) • v k := by
      intro k
      have hk : ((-(Complex.I * (t : ℂ))) • (H - (E : ℂ) • (1 : V →L[ℂ] V))) (v k)
          = (-(Complex.I * (t : ℂ)) * ((e k - E : ℝ) : ℂ)) • v k := by
        change (-(Complex.I * (t : ℂ))) • (H (v k) - (E : ℂ) • v k) = _
        rw [hH, Complex.ofReal_sub]
        module
      change (1 / 2 : ℂ) • (v k + shiftedEvolution H E t (v k)) = _
      rw [shiftedEvolution, exp_apply_eigenvector _ _ _ hk]
      module
    -- hence it acts on each component separately
    have hcomp : ∀ y : V, ⟪v m, rodeoFactor H E t y⟫_ℂ =
        ((1 + Complex.exp (-(Complex.I * (t : ℂ)) * ((e m - E : ℝ) : ℂ))) / 2)
          * ⟪v m, y⟫_ℂ := by
      intro y
      conv_lhs => rw [← v.sum_repr' y]
      simp only [map_sum, map_smul, hB, inner_sum, inner_smul_right,
        orthonormal_iff_ite.mp v.orthonormal, mul_ite, mul_one, mul_zero,
        Finset.sum_ite_eq, Finset.mem_univ, if_true]
      ring
    rw [rodeoState, hcomp, norm_mul, mul_pow, norm_sq_amplitude, ih]
    simp only [rodeoFilter, List.map_cons, List.prod_cons]
    ring

/-- **Rodeo success formula.** The squared norm after all rodeo factors is the sum over
levels of the initial weight times the product of `cos²((e_m-E)t/2)` over the times. -/
theorem rodeo_success (H : V →L[ℂ] V) (v : OrthonormalBasis ι ℂ V) (e : ι → ℝ)
    (hH : ∀ m, H (v m) = (e m : ℂ) • v m) (E : ℝ) (ts : List ℝ) (ψ : V) :
    ‖rodeoState H E ts ψ‖ ^ 2 = ∑ m, ‖⟪v m, ψ⟫_ℂ‖ ^ 2 *
      (ts.map fun t => Real.cos ((e m - E) * t / 2) ^ 2).prod := by
  rw [← v.sum_sq_norm_inner_right]
  exact Finset.sum_congr rfl fun m _ => level_weight H v e hH E ts ψ m

/-- If one of the times satisfies `(e_m-E)t = π`, the final state has no component on
level `m`. -/
theorem level_removed (H : V →L[ℂ] V) (v : OrthonormalBasis ι ℂ V) (e : ι → ℝ)
    (hH : ∀ m, H (v m) = (e m : ℂ) • v m) (E : ℝ) (ts : List ℝ) (ψ : V) (m : ι)
    (t : ℝ) (ht : t ∈ ts) (hπ : (e m - E) * t = Real.pi) :
    ⟪v m, rodeoState H E ts ψ⟫_ℂ = 0 := by
  have h0 : rodeoFilter (e m - E) ts = 0 :=
    List.prod_eq_zero (List.mem_map.mpr ⟨t, ht, by simp [hπ]⟩)
  have h := level_weight H v e hH E ts ψ m
  rw [h0, mul_zero] at h
  exact norm_eq_zero.mp (pow_eq_zero_iff (two_ne_zero) |>.mp h)

/-- With `E` set to the energy of level `k` and filter values at most `δ` on all other levels,
the weight `p` of level `k` is unchanged and the success probability is at most
`p + δ(1-p)`. -/
theorem target_purification (H : V →L[ℂ] V) (v : OrthonormalBasis ι ℂ V) (e : ι → ℝ)
    (hH : ∀ m, H (v m) = (e m : ℂ) • v m) (ts : List ℝ) (ψ : V) (hψ : ‖ψ‖ = 1)
    (k : ι) (δ : ℝ) (hδ : ∀ m, m ≠ k → rodeoFilter (e m - e k) ts ≤ δ) :
    ‖⟪v k, rodeoState H (e k) ts ψ⟫_ℂ‖ ^ 2 = ‖⟪v k, ψ⟫_ℂ‖ ^ 2 ∧
    ‖rodeoState H (e k) ts ψ‖ ^ 2
      ≤ ‖⟪v k, ψ⟫_ℂ‖ ^ 2 + δ * (1 - ‖⟪v k, ψ⟫_ℂ‖ ^ 2) := by
  classical
  have hk : ‖⟪v k, rodeoState H (e k) ts ψ⟫_ℂ‖ ^ 2 = ‖⟪v k, ψ⟫_ℂ‖ ^ 2 := by
    rw [level_weight H v e hH]
    simp [rodeoFilter]
  refine ⟨hk, ?_⟩
  -- separate the target level from the rest, before and after filtering
  have h1 := Finset.add_sum_erase Finset.univ (fun m => ‖⟪v m, ψ⟫_ℂ‖ ^ 2)
    (Finset.mem_univ k)
  have h2 := Finset.add_sum_erase Finset.univ
    (fun m => ‖⟪v m, rodeoState H (e k) ts ψ⟫_ℂ‖ ^ 2) (Finset.mem_univ k)
  simp only [v.sum_sq_norm_inner_right, hψ, one_pow] at h1
  simp only [v.sum_sq_norm_inner_right, hk] at h2
  have h3 : ∑ m ∈ Finset.univ.erase k, ‖⟪v m, rodeoState H (e k) ts ψ⟫_ℂ‖ ^ 2
      ≤ δ * ∑ m ∈ Finset.univ.erase k, ‖⟪v m, ψ⟫_ℂ‖ ^ 2 := by
    rw [Finset.mul_sum]
    refine Finset.sum_le_sum fun m hm => ?_
    rw [level_weight H v e hH, mul_comm]
    exact mul_le_mul_of_nonneg_right (hδ m (Finset.ne_of_mem_erase hm)) (sq_nonneg _)
  rw [← h2, ← h1, add_sub_cancel_left]
  linarith

end

end RodeoAlgorithm
```

```lean
#print axioms RodeoAlgorithm.rodeoCycle_eq
#print axioms RodeoAlgorithm.rodeo_success
#print axioms RodeoAlgorithm.level_removed
#print axioms RodeoAlgorithm.target_purification
```

```
'RodeoAlgorithm.rodeoCycle_eq' depends on axioms: [propext, Classical.choice, Quot.sound]
'RodeoAlgorithm.rodeo_success' depends on axioms: [propext, Classical.choice, Quot.sound]
'RodeoAlgorithm.level_removed' depends on axioms: [propext, Classical.choice, Quot.sound]
'RodeoAlgorithm.target_purification' depends on axioms: [propext, Classical.choice, Quot.sound]
```

## Evaluating an operator series at a vector

The proof turns on `exp_apply_eigenvector`. The operator exponential is the limit of a series of operators, whereas the claim concerns a single vector, so the limit has to be carried from one space to the other.

Mathlib's `HasSum f s` says that the series with terms `f` converges to `s`. The step `h1` states this for the operator series. Evaluation at x, written `ContinuousLinearMap.apply ℂ V x`, is itself a continuous linear map from operators to vectors, and its `hasSum` lemma carries convergence through it. This gives `h2`: with `hpow`, which is Aⁿ x = aⁿ x, the terms become (1/n!) aⁿ x, and their sum is `NormedSpace.exp A x`.

The scalar series `h3` converges to exp(a), and multiplying it by the fixed vector x gives a series with the same terms. A series has only one limit, so `h2.unique` identifies the two sums. This is the derivation by hand with the exchange of limit and evaluation made explicit.

## How the other lemmas follow the derivation

`rodeoCycle_eq` is the circuit calculation. The fact `hs` says that two factors of 1/√2 make 1/2, and the two components of the pair are then compared separately. The theorem also gives the failure branch, (ψ − Uψ)/2.

`norm_sq_amplitude` splits the amplitude into real and imaginary parts. The final `linear_combination` combines sin² + cos² = 1 with the half-angle identity, as in the calculation of |z_m|².

`level_weight` is the induction over the list of times. Within it, `hB` shows that every v_k is an eigenvector of the rodeo factor, using the exponential lemma. Then `hcomp` expands a general vector in the basis and uses orthonormality to pick out component m. The induction step multiplies the weight by one more cos² factor.

`rodeo_success` rewrites the squared norm as a sum of squared components by `sum_sq_norm_inner_right`, which is Parseval's identity, and applies `level_weight` to each term.

`level_removed` finds the zero factor in the product and concludes that the component itself vanishes, since its squared modulus does. `target_purification` splits off level k from the sum over levels both before and after filtering (`h1` and `h2`), bounds the remaining terms one by one (`h3`), and adds the target weight back.

`spectralHamiltonian_witness` shows that the eigenvalue hypothesis can be met for any orthonormal basis and any real energies: the operator ∑_m e_m |v_m⟩⟨v_m| satisfies it.
